# A two-state transition inside [0, 1]: the mean force tends to a step and its integral to the transition point

## From one particle to N

A particle can be in either of two states. The first has energy $\lambda$, where $\lambda$ is a coupling parameter that we can vary; the second has a fixed energy $c$. Energies are measured in some fixed unit, and $\beta > 0$ is the inverse temperature $1/(k_BT)$ in that unit. Only the first state responds to $\lambda$, so the thermal average of $dU/d\lambda$, with $U$ the energy, is the probability of the first state:

$$\frac{e^{-\beta\lambda}}{e^{-\beta\lambda}+e^{-\beta c}}=\frac{1}{1+e^{\beta(\lambda-c)}} .$$

For $\beta=1$ and $c=1/2$ this falls gently from $0.62$ at $\lambda=0$ to $0.38$ at $\lambda=1$.

Now let $N$ particles change state together, a simplified model of a first-order transition in which the whole sample is in one phase or the other. The energies become $N\lambda$ and $Nc$, and the gap between them is multiplied by $N$. With $N=20$ and the same $\beta$ and $c$, the average per particle is $0.99995$ at $\lambda=0$ and $0.00005$ at $\lambda=1$. The gentle slope has become a steep step at $\lambda=c$.

Thermodynamic integration obtains a free-energy difference by integrating this average over $\lambda$. For the two-state model with $0<c<1$, so that the transition lies inside the integration path, the claim is that as $N\to\infty$ the average per particle tends to $1$ for $\lambda<c$ and to $0$ for $\lambda>c$, while its integral over $[0,1]$ tends to $c$.

## The step and the area under it

The mean force per particle, written $m_N(\lambda)$, is the Boltzmann average of $dU/d\lambda$ divided by $N$, with $N\ge 1$. The derivatives of the two energies are $N$ and $0$, so

$$m_N(\lambda)=\frac1N\,\frac{N e^{-\beta N\lambda}+0\cdot e^{-\beta Nc}}{e^{-\beta N\lambda}+e^{-\beta Nc}}=\frac{1}{1+e^{\beta N(\lambda-c)}} .$$

If $\lambda<c$, the exponent tends to $-\infty$, the exponential to $0$, and $m_N$ to $1$. If $\lambda>c$, the exponential grows without bound and $m_N$ tends to $0$. At $\lambda=c$ the value is $1/2$ for every $N$.

For the integral, set $k=\beta N$ and $L(\lambda)=\log(1+e^{k(\lambda-c)})$. Then

$$\frac{d}{d\lambda}\left(\lambda-\frac{L(\lambda)}{k}\right)=1-\frac{e^{k(\lambda-c)}}{1+e^{k(\lambda-c)}}=m_N(\lambda).$$

Over a window $[a,b]$ with $a\le c\le b$ this gives

$$\int_a^b m_N\,d\lambda-(c-a)=\frac{\bigl[k(b-c)-L(b)\bigr]+L(a)}{k}.$$

For $x\ge0$ we have $e^x\le 1+e^x\le 2e^x$, hence $x\le\log(1+e^x)\le x+\log2$. With $x=k(b-c)$, the square bracket lies between $-\log2$ and $0$. Since $k(a-c)\le0$, we also have $1\le 1+e^{k(a-c)}\le2$, so $L(a)$ lies between $0$ and $\log2$. The numerator is therefore at most $\log2$ in absolute value, and

$$\left|\int_a^b m_N\,d\lambda-(c-a)\right|\le\frac{\log2}{\beta N}.$$

With $a=0$ and $b=1$ the integral tends to $c$.

The same bounds give the limit of the free energy per particle, $f_N(\lambda)=-\frac{1}{\beta N}\log\left(e^{-\beta N\lambda}+e^{-\beta Nc}\right)$. Taking out the factor $e^{-\beta N\lambda}$ shows that $f_N(\lambda)=\lambda-L(\lambda)/k$, the antiderivative used above. The sum of the two weights lies between its larger term and twice that term, so

$$\min(\lambda,c)-\frac{\log2}{\beta N}\le f_N(\lambda)\le\min(\lambda,c).$$

The limit $\min(\lambda,c)$ has a kink at $c$, and the step in the mean force is the change of slope there. This free energy is an addition to the derivation and is not defined in the Lean code below.

The condition on $c$ matters for the integral. Take $c=2$: the whole interval $[0,1]$ then lies below the transition, and the integral tends to $1$, not to $2$. The limit is likewise $1$ for every $c>1$, so the condition $c\le1$ is needed; at $c=1$ itself the error bound still gives the limit $c$.

## Two energies and a Boltzmann average in Lean

```lean
import Mathlib

open Real Filter Topology

namespace FirstOrderThermodynamicIntegration

noncomputable section
```

The two macrostates are the two values of `Bool`: `true` feels the coupling and `false` does not. The letter `l` stands for $\lambda$, and the natural number `N` is converted to a real number in the products.

```lean
/-- Energies of the two macrostates of `N` particles: `N l` for the state that feels the
coupling parameter `l`, and `N c` for the state that does not. -/
def energy (c : ℝ) (N : ℕ) (l : ℝ) : Bool → ℝ
  | true => N * l
  | false => N * c
```

Each macrostate enters with a single Boltzmann weight. The model replaces all the configurations of a real material by two states with one energy each, which leaves out fluctuations within a phase and configurations with an interface between phases.

```lean
/-- Mean force per particle: the Boltzmann average of the derivative of the energy with respect
to the coupling parameter, divided by the particle number `N`, for `N ≠ 0`. -/
def meanForce (β c : ℝ) (N : ℕ) (l : ℝ) : ℝ :=
  (∑ s, deriv (fun x => energy c N x s) l * exp (-β * energy c N l s)) /
    (∑ s, exp (-β * energy c N l s)) / N
```

The definition takes the derivative of each energy, averages it with the Boltzmann weights and divides by `N`. The name needs care: this is the average of $+dU/d\lambda$, whereas a mechanical force would carry a minus sign. For `N = 0` Lean's division returns zero, a value that has no effect on the limits.

The logistic formula is derived from this definition, for every real `β`, `c` and `l` and every nonzero `N`.

```lean
/-- For at least one particle, the mean force per particle is a logistic function of the
coupling parameter, centred at `c`. -/
theorem meanForce_eq (β c l : ℝ) {N : ℕ} (hN : N ≠ 0) :
    meanForce β c N l = 1 / (1 + exp (β * N * (l - c))) := by
  have h : HasDerivAt (fun x : ℝ => (N : ℝ) * x) N l := by
    simpa using (hasDerivAt_id' l).const_mul (N : ℝ)
  have h1 : deriv (fun x => energy c N x true) l = N := h.deriv
  have h2 : deriv (fun x => energy c N x false) l = 0 :=
    (hasDerivAt_const l ((N : ℝ) * c)).deriv
  -- the ratio of the two Boltzmann weights
  have hexp : exp (-β * (N * c)) = exp (-β * (N * l)) * exp (β * N * (l - c)) := by
    rw [← exp_add]
    congr 1
    ring
  have key : ∀ E X n : ℝ, 0 < E → 0 < X → n ≠ 0 →
      (n * E + 0 * (E * X)) / (E + E * X) / n = 1 / (1 + X) := by
    intro E X n hE hX hn
    have hX' : 1 + X ≠ 0 := by positivity
    have hs : E + E * X = E * (1 + X) := by ring
    rw [hs, zero_mul, add_zero]
    field_simp
  simp only [meanForce, Fintype.sum_bool, h1, h2]
  simp only [energy]
  rw [hexp]
  exact key _ _ _ (exp_pos _) (exp_pos _) (Nat.cast_ne_zero.mpr hN)
```

The facts `h1` and `h2` are the derivatives $N$ and $0$. The step `hexp` writes the second Boltzmann weight as the first times $e^{\beta N(\lambda-c)}$, and `key` cancels the common factor and the particle number.

## Limits on either side of the transition

In the next two theorems `β` and `l` are fixed while `N` runs to infinity, which `atTop` expresses; `𝓝 1` and `𝓝 0` denote convergence to $1$ and $0$. Neither theorem restricts `c` to the unit interval.

```lean
/-- At positive `β` and below the transition, `l < c`, the mean force per particle tends to one
as the particle number grows. -/
theorem tendsto_meanForce_below {β c l : ℝ} (hβ : 0 < β) (hl : l < c) :
    Tendsto (fun N : ℕ => meanForce β c N l) atTop (𝓝 1) := by
  have h := (tendsto_natCast_atTop_atTop (R := ℝ)).const_mul_atTop_of_neg
    (mul_neg_of_pos_of_neg hβ (sub_neg.mpr hl))
  have h1 : Tendsto (fun N : ℕ => β * N * (l - c)) atTop atBot :=
    h.congr (fun N => by ring)
  have h2 : Tendsto (fun N : ℕ => exp (β * N * (l - c))) atTop (𝓝 0) :=
    tendsto_exp_atBot.comp h1
  have h3 : Tendsto (fun N : ℕ => 1 / (1 + exp (β * N * (l - c)))) atTop (𝓝 1) := by
    have h4 := (tendsto_const_nhds (x := (1 : ℝ))).div
      ((tendsto_const_nhds (x := (1 : ℝ))).add h2) (by norm_num)
    have e : (1 : ℝ) / (1 + 0) = 1 := by norm_num
    rw [e] at h4
    exact h4
  refine h3.congr' ?_
  filter_upwards [eventually_ne_atTop 0] with N hN
  exact (meanForce_eq β c l hN).symm
```

Here `h1` sends the exponent to $-\infty$, `h2` sends the exponential to zero, and `h3` passes to the limit in the quotient. The last lines replace the logistic formula by `meanForce`, which is allowed because the two agree for all nonzero `N`.

```lean
/-- At positive `β` and above the transition, `c < l`, the mean force per particle tends to zero
as the particle number grows. -/
theorem tendsto_meanForce_above {β c l : ℝ} (hβ : 0 < β) (hl : c < l) :
    Tendsto (fun N : ℕ => meanForce β c N l) atTop (𝓝 0) := by
  have h := (tendsto_natCast_atTop_atTop (R := ℝ)).const_mul_atTop
    (mul_pos hβ (sub_pos.mpr hl))
  have h1 : Tendsto (fun N : ℕ => β * N * (l - c)) atTop atTop :=
    h.congr (fun N => by ring)
  have h2 : Tendsto (fun N : ℕ => exp (β * N * (l - c))) atTop atTop :=
    tendsto_exp_atTop.comp h1
  refine (tendsto_inv_atTop_zero.comp (tendsto_atTop_add_const_left _ 1 h2)).congr' ?_
  filter_upwards [eventually_ne_atTop 0] with N hN
  simp [meanForce_eq β c l hN]
```

Above the transition the exponential diverges, and the limit is that of the inverse of a quantity tending to infinity.

The convergence is not uniform near $c$. The next theorem measures the distance from the transition by $x=\beta N(\lambda-c)$ and finds the same profile for every nonzero `N` and `β`.

```lean
/-- In the scaled distance `x = β N (l - c)` from the transition, the mean force per particle has
the same profile for every nonzero `N` and `β`. -/
theorem meanForce_scaling {β : ℝ} (c x : ℝ) {N : ℕ} (hβ : β ≠ 0) (hN : N ≠ 0) :
    meanForce β c N (c + x / (β * N)) = 1 / (1 + exp x) := by
  have hN' : (N : ℝ) ≠ 0 := Nat.cast_ne_zero.mpr hN
  have h : β * N * (c + x / (β * N) - c) = x := by
    rw [add_sub_cancel_left]
    field_simp
  rw [meanForce_eq β c _ hN, h]
```

A fixed range of $x$ corresponds to a range of $\lambda$ proportional to $1/(\beta N)$, which is the width of the step. The proof substitutes $\lambda=c+x/(\beta N)$ into the logistic formula.

## The area to within log 2/(βN)

The error bound holds at each finite `N`, not only in the limit, and it allows `c` to sit at either end of the window.

```lean
/-- For positive `β` and `N`, the integral of the mean force per particle over a window `[a, b]`
containing `c` differs from `c - a` by at most `log 2 / (β N)`. -/
theorem integral_meanForce_error {β a b c : ℝ} {N : ℕ} (hβ : 0 < β) (hN : N ≠ 0)
    (hac : a ≤ c) (hcb : c ≤ b) :
    |(∫ l in a..b, meanForce β c N l) - (c - a)| ≤ log 2 / (β * N) := by
  have hN' : (0 : ℝ) < N := Nat.cast_pos.mpr (Nat.pos_of_ne_zero hN)
  obtain ⟨k, hkdef⟩ : ∃ k : ℝ, k = β * N := ⟨_, rfl⟩
  have hk : 0 < k := by rw [hkdef]; positivity
  have hk0 : k ≠ 0 := hk.ne'
  have hp : ∀ x : ℝ, 0 < 1 + exp x := fun x => add_pos one_pos (exp_pos x)
  -- an explicit antiderivative of the logistic function
  have hF : ∀ l, HasDerivAt (fun x => x - log (1 + exp (k * (x - c))) / k)
      (meanForce β c N l) l := by
    intro l
    have hpl := (hp (k * (l - c))).ne'
    have h1 : HasDerivAt (fun x : ℝ => k * (x - c)) k l := by
      simpa using ((hasDerivAt_id' l).sub_const c).const_mul k
    have h2 := (hasDerivAt_id' l).fun_sub (((h1.exp.const_add 1).log hpl).div_const k)
    refine h2.congr_deriv ?_
    rw [meanForce_eq β c l hN, ← hkdef]
    field_simp
    ring
  have hcont : Continuous (meanForce β c N) := by
    have h : meanForce β c N = fun l => 1 / (1 + exp (β * N * (l - c))) :=
      funext fun l => meanForce_eq β c l hN
    rw [h]
    exact continuous_const.div (by fun_prop) (fun l => (hp _).ne')
  have hI : (∫ l in a..b, meanForce β c N l) =
      (b - log (1 + exp (k * (b - c))) / k) - (a - log (1 + exp (k * (a - c))) / k) :=
    intervalIntegral.integral_eq_sub_of_hasDerivAt (fun l _ => hF l)
      (hcont.intervalIntegrable a b)
  -- bounds on the logarithms at the two ends of the window
  have hb : 0 ≤ k * (b - c) := mul_nonneg hk.le (sub_nonneg.mpr hcb)
  have ha : k * (a - c) ≤ 0 := mul_nonpos_of_nonneg_of_nonpos hk.le (sub_nonpos.mpr hac)
  have b1 : k * (b - c) ≤ log (1 + exp (k * (b - c))) :=
    (le_log_iff_exp_le (hp _)).2 (by linarith)
  have b2 : log (1 + exp (k * (b - c))) ≤ k * (b - c) + log 2 := by
    have h := log_le_log (hp (k * (b - c)))
      (show 1 + exp (k * (b - c)) ≤ exp (k * (b - c)) * 2 by linarith [one_le_exp hb])
    rwa [log_mul (exp_ne_zero _) two_ne_zero, log_exp] at h
  have a1 : 0 ≤ log (1 + exp (k * (a - c))) :=
    log_nonneg (by linarith [exp_pos (k * (a - c))])
  have a2 : log (1 + exp (k * (a - c))) ≤ log 2 :=
    log_le_log (hp _) (by linarith [exp_le_one_iff.2 ha])
  have e : ∀ B A : ℝ, b - B / k - (a - A / k) - (c - a) = (k * (b - c) - B + A) / k := by
    intro B A
    field_simp
    ring
  rw [hI, ← hkdef, e, abs_div, abs_of_pos hk]
  refine div_le_div_of_nonneg_right (abs_le.2 ⟨?_, ?_⟩) hk.le <;> linarith
```

The proof follows the calculation above. `hF` checks the antiderivative, `hcont` supplies the continuity that makes the integrand integrable, and `hI` applies the fundamental theorem of calculus. The inequalities `b1` and `b2` bound $L(b)$ from below and above, and `a1` and `a2` do the same for $L(a)$. The identity `e` collects the difference over the common denominator $k$, after which `linarith` combines the four bounds.

The main theorem joins the three limits. Its hypotheses are a positive inverse temperature and a transition strictly inside $[0,1]$.

```lean
/-- For `β > 0` and `0 < c < 1`, as `N` grows the mean force per particle tends to one below `c`
and to zero above `c`, while its integral over `[0, 1]` tends to `c`. -/
theorem thermodynamic_integration_limit {β c : ℝ} (hβ : 0 < β) (h0 : 0 < c) (h1 : c < 1) :
    (∀ l < c, Tendsto (fun N : ℕ => meanForce β c N l) atTop (𝓝 1)) ∧
    (∀ l > c, Tendsto (fun N : ℕ => meanForce β c N l) atTop (𝓝 0)) ∧
    Tendsto (fun N : ℕ => ∫ l in (0 : ℝ)..1, meanForce β c N l) atTop (𝓝 c) := by
  refine ⟨fun l hl => tendsto_meanForce_below hβ hl,
    fun l hl => tendsto_meanForce_above hβ hl, ?_⟩
  -- the error bound log 2 / (β N) vanishes for large N
  have hlim : Tendsto (fun N : ℕ => log 2 / (β * N)) atTop (𝓝 0) :=
    tendsto_const_nhds.div_atTop
      ((tendsto_natCast_atTop_atTop (R := ℝ)).const_mul_atTop hβ)
  rw [tendsto_iff_norm_sub_tendsto_zero]
  refine squeeze_zero' (Eventually.of_forall fun N => norm_nonneg _) ?_ hlim
  filter_upwards [eventually_ne_atTop 0] with N hN
  have h := integral_meanForce_error hβ hN h0.le h1.le
  rw [sub_zero] at h
  exact h
```

The first two parts are the pointwise theorems. For the third, the distance between the integral and `c` is squeezed between zero and $\log2/(\beta N)$, which vanishes as `N` grows.

## What a fixed grid in λ sees

One common way to estimate the integral from simulations is a weighted sum over chosen values of $\lambda$. Let the nodes be $x_i$ with weights $w_i$, both independent of $N$, and let no node coincide with $c$. In the limit, each node below $c$ contributes its full weight and each node above contributes nothing.

```lean
/-- At positive `β`, a quadrature rule with fixed nodes `x i`, none of them at `c`, and weights
`w i` tends for large `N` to the total weight of the nodes below `c`. -/
theorem tendsto_quadrature {ι : Type*} [Fintype ι] {β c : ℝ} (hβ : 0 < β)
    (x w : ι → ℝ) (hx : ∀ i, x i ≠ c) :
    Tendsto (fun N : ℕ => ∑ i, w i * meanForce β c N (x i)) atTop
      (𝓝 (∑ i, if x i < c then w i else 0)) := by
  refine tendsto_finsetSum _ fun i _ => ?_
  rcases lt_or_gt_of_ne (hx i) with h | h
  · have ht := (tendsto_meanForce_below hβ h).const_mul (w i)
    rw [mul_one] at ht
    rw [if_pos h]
    exact ht
  · have ht := (tendsto_meanForce_above hβ h).const_mul (w i)
    rw [mul_zero] at ht
    rw [if_neg (not_lt_of_ge h.le)]
    exact ht
```

The index type `ι` is finite, and the weights may be any real numbers. The proof takes the limit term by term, splitting on the side of `c` on which the node lies.

The limiting sum records only which nodes lie below the transition, not where $c$ sits between two neighbouring nodes. The two-point trapezoidal rule shows the consequence. Its nodes $0$ and $1$ lie on opposite sides of $c$, so its value tends to $1/2$ wherever the transition is, while the exact integral tends to $c$.

```lean
/-- For `β > 0` and `0 < c < 1`, the error of the two-point trapezoidal rule on `[0, 1]` against
the exact integral of the mean force per particle tends to `1/2 - c` as `N` grows. -/
theorem tendsto_trapezoid_error {β c : ℝ} (hβ : 0 < β) (h0 : 0 < c) (h1 : c < 1) :
    Tendsto (fun N : ℕ => (meanForce β c N 0 + meanForce β c N 1) / 2 -
      ∫ l in (0 : ℝ)..1, meanForce β c N l) atTop (𝓝 (1 / 2 - c)) := by
  have h := (((tendsto_meanForce_below hβ h0).add (tendsto_meanForce_above hβ h1)).div_const
    2).sub (thermodynamic_integration_limit hβ h0 h1).2.2
  rw [add_zero] at h
  exact h

end

end FirstOrderThermodynamicIntegration
```

The proof adds the two pointwise limits, halves the sum and subtracts the limit of the integral. Unless $c=1/2$, the error does not vanish as the system grows: it approaches $1/2-c$. For free-energy calculations whose path crosses a transition of this two-state kind, a $\lambda$ grid that resolves the mean force at one system size can therefore fail to locate the step at a larger one.

```lean
#print axioms FirstOrderThermodynamicIntegration.tendsto_meanForce_above
-- 'FirstOrderThermodynamicIntegration.tendsto_meanForce_above' depends on axioms: [propext, Classical.choice, Quot.sound]
#print axioms FirstOrderThermodynamicIntegration.meanForce_scaling
-- 'FirstOrderThermodynamicIntegration.meanForce_scaling' depends on axioms: [propext, Classical.choice, Quot.sound]
#print axioms FirstOrderThermodynamicIntegration.tendsto_quadrature
-- 'FirstOrderThermodynamicIntegration.tendsto_quadrature' depends on axioms: [propext, Classical.choice, Quot.sound]
#print axioms FirstOrderThermodynamicIntegration.tendsto_trapezoid_error
-- 'FirstOrderThermodynamicIntegration.tendsto_trapezoid_error' depends on axioms: [propext, Classical.choice, Quot.sound]
```
